# For a quadratic with two distinct roots, Newton's method converges to the strictly nearer one

Let $f(x)=ax^2+bx+c$, with $a\neq0$, have distinct roots $r$ and $s$. If Newton's method starts strictly closer to $r$ than to $s$, every iterate is defined and the sequence converges to $r$. Conversely, a Newton sequence that converges to $r$ must have started strictly closer to $r$.

Such an equation arises in coupled-cluster theory when two electrons are described by a reference determinant and one doubly excited determinant. Let the second lie an energy $D>0$ above the first, and let $K\neq0$ be their real coupling. Write $\Phi_0$ and $\Phi_D$ for the two determinants and $E_0$ for the energy of the first. For the wavefunction $\Phi_0+x\,\Phi_D$ with energy $E$, projection on the two determinants gives $E-E_0=Kx$ and $K+Dx=(E-E_0)x$, hence

$$-Kx^2+Dx+K=0 .$$

One root is the amplitude of the ground state and the other that of the excited state. In this one-amplitude model, the result tells which state a Newton solver reaches. The reduction of the electronic problem to a single quadratic is made here in prose; the Lean development starts from the quadratic.

## The quadratic and its Newton step

The numbers are real or complex: `𝕜` stands for either field, and `‖·‖` is the absolute value or modulus. The amplitude equation above is a real case.

```lean
import Mathlib

open Filter Topology

namespace NewtonBasins

variable {𝕜 : Type*} [RCLike 𝕜] {a b c r s t u : 𝕜} {x : ℕ → 𝕜}
```

The function and the expression for its slope are

$$f(x)=ax^2+bx+c,\qquad f'(x)=2ax+b .$$

```lean
/-- The quadratic `f(x) = a x² + b x + c` over the real or complex numbers. -/
def quad (a b c x : 𝕜) : 𝕜 := a * x ^ 2 + b * x + c

/-- The expression `2 a x + b` for the slope of the quadratic. -/
def quadDeriv (a b x : 𝕜) : 𝕜 := 2 * a * x + b
```

A Newton step leads from $t$ to $u$ when

$$f'(t)\neq 0,\qquad u=t-\frac{f(t)}{f'(t)} .$$

```lean
/-- A Newton step leads from `t` to `u`: the slope at `t` is nonzero and
`u = t - f(t) / f'(t)`. -/
def IsNewtonStep (a b c t u : 𝕜) : Prop :=
  quadDeriv a b t ≠ 0 ∧ u = t - quad a b c t / quadDeriv a b t
```

The condition on the slope is part of the definition, so Lean's convention that division by zero gives zero never produces a step. A run is an infinite sequence $x_0,x_1,\dots$ of such steps, and it therefore exists only if the slope vanishes at none of its members.

```lean
/-- A Newton run is an infinite sequence in which each member follows from the previous one
by a Newton step. -/
def IsNewtonRun (a b c : 𝕜) (x : ℕ → 𝕜) : Prop :=
  ∀ n, IsNewtonStep a b c (x n) (x (n + 1))
```

Differentiating term by term confirms that $2ax+b$ is the derivative of $f$.

```lean
/-- The derivative of `a x² + b x + c` is `2 a x + b`. -/
theorem hasDerivAt_quad (a b c x : 𝕜) :
    HasDerivAt (quad a b c) (quadDeriv a b x) x := by
  have h := (((hasDerivAt_pow 2 x).const_mul a).fun_add
    ((hasDerivAt_id' x).const_mul b)).add_const c
  exact h.congr_deriv (by simp [quadDeriv]; ring)
```

## Coefficients from the roots

Subtracting $f(s)=0$ from $f(r)=0$ gives $(r-s)\,[a(r+s)+b]=0$. Since $r\neq s$, the bracket vanishes, and $f(r)=0$ then yields $c$:

$$b=-a(r+s),\qquad c=-ar^2-br=ars .$$

```lean
/-- Vieta's relations: two distinct roots `r`, `s` fix the lower coefficients of the quadratic
in terms of the leading one. -/
theorem vieta (hr : quad a b c r = 0) (hs : quad a b c s = 0) (hrs : r ≠ s) :
    b = -a * (r + s) ∧ c = a * r * s := by
  unfold quad at hr hs
  have hb : a * (r + s) + b = 0 := by
    apply mul_left_cancel₀ (sub_ne_zero.mpr hrs)
    linear_combination hr - hs
  exact ⟨by linear_combination hb, by linear_combination hr - r * hb⟩
```

The factorisation $f(x)=a(x-r)(x-s)$ is thus derived from the two root conditions. In the proof, `mul_left_cancel₀` removes the factor $r-s$.

## One step squares the ratio of distances

With the factorised form, $f'(t)=a(2t-r-s)$ and

$$u-r=(t-r)-\frac{(t-r)(t-s)}{2t-r-s}=\frac{(t-r)^2}{2t-r-s},\qquad u-s=\frac{(t-s)^2}{2t-r-s}.$$

Eliminating the common denominator gives

$$(u-r)(t-s)^2=(u-s)(t-r)^2 .$$

```lean
/-- For a quadratic with distinct roots `r`, `s`, a Newton step from `t` to `u` satisfies
`(u - r)(t - s)² = (u - s)(t - r)²`. -/
theorem newton_step_identity (hr : quad a b c r = 0) (hs : quad a b c s = 0) (hrs : r ≠ s)
    (h : IsNewtonStep a b c t u) :
    (u - r) * (t - s) ^ 2 = (u - s) * (t - r) ^ 2 := by
  obtain ⟨hd, hu⟩ := h
  -- the Newton step with the denominator cleared
  have key : quadDeriv a b t * u = quadDeriv a b t * t - quad a b c t := by
    rw [hu, mul_sub, mul_div_assoc', mul_div_cancel_left₀ _ hd]
  obtain ⟨hb, hc⟩ := vieta hr hs hrs
  have ha : a ≠ 0 := by
    intro h0
    apply hd
    simp [quadDeriv, hb, h0]
  simp only [quad, quadDeriv] at key
  rw [hb, hc] at key
  apply mul_left_cancel₀ ha
  linear_combination (r - s) * key
```

Lean clears the denominator first: `key` is $f'(t)\,u=f'(t)\,t-f(t)$, which after insertion of $b$ and $c$ reads $a(2t-r-s)u=a(t^2-rs)$. Multiplied by $r-s$, this is $a$ times the identity. The factor $a$ can be cancelled because $a=0$ would make the slope zero, and then there would be no step.

## After $n$ steps the exponent is $2^n$

Repeating the step gives

$$(x_n-r)(x_0-s)^{2^n}=(x_n-s)(x_0-r)^{2^n}.$$

For $n=0$ both sides are the same product. For the induction, write $A=x_n-r$, $B=x_n-s$, $P=(x_0-s)^{2^n}$ and $Q=(x_0-r)^{2^n}$, so that $AP=BQ$. The one-step identity gives

$$(x_{n+1}-r)B^2P^2=(x_{n+1}-s)A^2P^2=(x_{n+1}-s)B^2Q^2 ,$$

and $B^2$ cancels if $B\neq0$. If $B=0$, then $A\neq0$. Hence $P=0$ and $x_{n+1}=s$, and both sides of the required identity are zero.

```lean
/-- Along a Newton run for a quadratic with distinct roots `r`, `s`, the `n`-th iterate satisfies
`(xₙ - r)(x₀ - s)^(2ⁿ) = (xₙ - s)(x₀ - r)^(2ⁿ)`. -/
theorem newton_run_identity (hr : quad a b c r = 0) (hs : quad a b c s = 0) (hrs : r ≠ s)
    (hx : IsNewtonRun a b c x) (n : ℕ) :
    (x n - r) * (x 0 - s) ^ (2 ^ n) = (x n - s) * (x 0 - r) ^ (2 ^ n) := by
  induction n with
  | zero => simp only [pow_zero, pow_one]; ring
  | succ n ih =>
    have step := newton_step_identity hr hs hrs (hx n)
    have e : ∀ y : 𝕜, y ^ (2 ^ (n + 1)) = (y ^ (2 ^ n)) ^ 2 := fun y => by
      rw [← pow_mul, ← pow_succ]
    rw [e, e]
    generalize (x 0 - s) ^ (2 ^ n) = P at ih ⊢
    generalize (x 0 - r) ^ (2 ^ n) = Q at ih ⊢
    by_cases hB : x n - s = 0
    · -- the iterate sits exactly on `s`, and so does the next one
      have hA : x n - r ≠ 0 := fun h => hrs (by linear_combination hB - h)
      have hP : P = 0 := by
        have h1 : (x n - r) * P = 0 := by rw [ih, hB, zero_mul]
        exact (mul_eq_zero.mp h1).resolve_left hA
      have hV : x (n + 1) - s = 0 := by
        have h1 : (x (n + 1) - s) * (x n - r) ^ 2 = 0 := by
          rw [← step, hB]; ring
        exact (mul_eq_zero.mp h1).resolve_right (pow_ne_zero 2 hA)
      rw [hP, hV]; ring
    · apply mul_right_cancel₀ (pow_ne_zero 2 hB)
      linear_combination P ^ 2 * step +
        (x (n + 1) - s) * ((x n - r) * P + (x n - s) * Q) * ih
```

The two cases are the branches of `by_cases`. The final `linear_combination` carries out the displayed chain of equalities.

## The error in closed form

Put $q=(x_0-r)/(x_0-s)$. A start strictly closer to $r$ means $|q|<1$; the denominator is nonzero because its modulus exceeds a non-negative number.

```lean
/-- If `t` is strictly closer to `r` than to `s`, the ratio `(t - r)/(t - s)` has modulus
below one. -/
theorem norm_ratio_lt_one (h : ‖t - r‖ < ‖t - s‖) : ‖(t - r) / (t - s)‖ < 1 := by
  rw [norm_div, div_lt_one ((norm_nonneg _).trans_lt h)]
  exact h
```

Dividing the $n$-step identity by $(x_0-s)^{2^n}$ gives $x_n-r=(x_n-s)\,q^{2^n}$. Substituting $x_n-s=(x_n-r)+(r-s)$ and solving for the error,

$$x_n-r=\frac{(r-s)\,q^{2^n}}{1-q^{2^n}} .$$

The denominator is nonzero since $|q^{2^n}|<1$.

```lean
/-- Exact error of Newton's method for a quadratic with roots `r`, `s`: for a run started strictly
closer to the root `r` than to the root `s`, with `q = (x₀ - r)/(x₀ - s)`, the error is
`xₙ - r = (r - s) q^(2ⁿ) / (1 - q^(2ⁿ))`. -/
theorem newton_error_formula (hr : quad a b c r = 0) (hs : quad a b c s = 0)
    (hx : IsNewtonRun a b c x) (h : ‖x 0 - r‖ < ‖x 0 - s‖) (n : ℕ) :
    x n - r = (r - s) * ((x 0 - r) / (x 0 - s)) ^ (2 ^ n) /
      (1 - ((x 0 - r) / (x 0 - s)) ^ (2 ^ n)) := by
  have hrs : r ≠ s := by
    rintro rfl
    exact lt_irrefl _ h
  have hB : x 0 - s ≠ 0 := norm_pos_iff.mp ((norm_nonneg _).trans_lt h)
  have h1 : ‖((x 0 - r) / (x 0 - s)) ^ (2 ^ n)‖ < 1 := by
    rw [norm_pow]
    exact pow_lt_one₀ (norm_nonneg _) (norm_ratio_lt_one h) (by positivity)
  have hid : x n - r = (x n - s) * ((x 0 - r) / (x 0 - s)) ^ (2 ^ n) := by
    rw [div_pow, mul_div_assoc', eq_div_iff (pow_ne_zero _ hB)]
    exact newton_run_identity hr hs hrs hx n
  generalize ((x 0 - r) / (x 0 - s)) ^ (2 ^ n) = Q at h1 hid ⊢
  have hne : 1 - Q ≠ 0 := by
    intro h0
    rw [← sub_eq_zero.mp h0, norm_one] at h1
    exact lt_irrefl _ h1
  rw [eq_div_iff hne]
  linear_combination hid
```

The theorem needs no separate assumption $r\neq s$, because the strict inequality between the distances already implies it. In the proof, `hid` is the divided identity and `hne` states that the denominator is nonzero.

## Which starts lead to $r$

If $|q|<1$, then $q^{2^n}\to0$, and the error formula gives $x_n\to r$.

For the converse, suppose $|x_0-s|\le|x_0-r|$. Then $|x_0-r|>0$, since otherwise $x_0$ would equal both roots. Taking moduli in the $n$-step identity,

$$|x_n-s|\,|x_0-r|^{2^n}=|x_n-r|\,|x_0-s|^{2^n}\le|x_n-r|\,|x_0-r|^{2^n},$$

so $|x_n-s|\le|x_n-r|$ for every $n$. If $x_n$ tended to $r$, the limit of this inequality would be $|r-s|\le0$, which contradicts $r\neq s$.

```lean
/-- For a quadratic with distinct roots `r`, `s`, a Newton run converges to `r` exactly when it
starts strictly closer to `r` than to `s`. -/
theorem newton_run_tendsto_iff (hr : quad a b c r = 0) (hs : quad a b c s = 0) (hrs : r ≠ s)
    (hx : IsNewtonRun a b c x) :
    Tendsto x atTop (𝓝 r) ↔ ‖x 0 - r‖ < ‖x 0 - s‖ := by
  constructor
  · intro hlim
    by_contra hge
    have hle := not_lt.mp hge
    have hpos : 0 < ‖x 0 - r‖ := by
      refine norm_pos_iff.mpr fun h0 => ?_
      rw [h0, norm_zero] at hle
      have h1 := norm_le_zero_iff.mp hle
      exact hrs (by linear_combination h1 - h0)
    -- every iterate stays at least as close to `s` as to `r`
    have hn : ∀ n, ‖x n - s‖ ≤ ‖x n - r‖ := fun n => by
      have e := congrArg norm (newton_run_identity hr hs hrs hx n)
      simp only [norm_mul, norm_pow] at e
      refine le_of_mul_le_mul_right ?_ (pow_pos hpos (2 ^ n))
      rw [← e]
      gcongr
    have h2 := le_of_tendsto_of_tendsto' (hlim.sub_const s).norm (hlim.sub_const r).norm hn
    rw [sub_self, norm_zero] at h2
    exact hrs (sub_eq_zero.mp (norm_le_zero_iff.mp h2))
  · intro h
    have hQ : Tendsto (fun n : ℕ => ((x 0 - r) / (x 0 - s)) ^ (2 ^ n)) atTop (𝓝 0) :=
      (tendsto_pow_atTop_nhds_zero_of_norm_lt_one (norm_ratio_lt_one h)).comp
        (tendsto_pow_atTop_atTop_of_one_lt one_lt_two)
    have hlim := ((hQ.const_mul (r - s)).div (hQ.const_sub 1) (by simp)).const_add r
    rw [show r + (r - s) * 0 / (1 - 0) = r by simp] at hlim
    refine hlim.congr fun n => ?_
    change r + (r - s) * ((x 0 - r) / (x 0 - s)) ^ (2 ^ n) /
      (1 - ((x 0 - r) / (x 0 - s)) ^ (2 ^ n)) = x n
    rw [← newton_error_formula hr hs hx h n]
    ring
```

`Tendsto x atTop (𝓝 r)` says that $x_n\to r$ as $n\to\infty$. The equivalence concerns a given run; the next section shows that a run exists from every start strictly closer to $r$.

## From a strictly closer start, the iteration never breaks down

A step preserves the strict preference for $r$. Let $|t-r|<|t-s|$ and suppose that $|u-s|\le|u-r|$. As before, $|u-r|>0$, and so

$$|u-r|\,|t-s|^2>|u-r|\,|t-r|^2\ge|u-s|\,|t-r|^2 .$$

This contradicts the one-step identity, whose two sides have equal moduli.

```lean
/-- A Newton step for a quadratic with roots `r`, `s` that starts strictly closer to `r` than
to `s` ends strictly closer to `r` than to `s`. -/
theorem newton_step_closer (hr : quad a b c r = 0) (hs : quad a b c s = 0)
    (hu : IsNewtonStep a b c t u) (h : ‖t - r‖ < ‖t - s‖) : ‖u - r‖ < ‖u - s‖ := by
  have hrs : r ≠ s := by
    rintro rfl
    exact lt_irrefl _ h
  have e := congrArg norm (newton_step_identity hr hs hrs hu)
  simp only [norm_mul, norm_pow] at e
  by_contra hge
  have hle := not_lt.mp hge
  have hpos : 0 < ‖u - r‖ := by
    refine norm_pos_iff.mpr fun h0 => ?_
    rw [h0, norm_zero] at hle
    have h1 := norm_le_zero_iff.mp hle
    exact hrs (by linear_combination h1 - h0)
  have h2 := mul_lt_mul_of_pos_left (pow_lt_pow_left₀ h (norm_nonneg _) two_ne_zero) hpos
  have h3 := mul_le_mul_of_nonneg_right hle (sq_nonneg ‖t - r‖)
  linarith
```

The slope $a(2y-r-s)$ vanishes only where $y-r=-(y-s)$, at the midpoint of the roots, which is equidistant from them. A point strictly closer to $r$ therefore always permits a Newton step, and the step ends at another such point. By induction the iteration continues for ever, and the equivalence above gives its limit.

```lean
/-- Newton basin of a quadratic with `a ≠ 0` and roots `r`, `s`: from a point strictly closer to
`r` than to `s` a Newton run exists, and every Newton run from that point converges to `r`. -/
theorem newton_basin (ha : a ≠ 0) (hr : quad a b c r = 0) (hs : quad a b c s = 0)
    (h : ‖t - r‖ < ‖t - s‖) :
    (∃ x : ℕ → 𝕜, x 0 = t ∧ IsNewtonRun a b c x) ∧
      ∀ x : ℕ → 𝕜, x 0 = t → IsNewtonRun a b c x → Tendsto x atTop (𝓝 r) := by
  have hrs : r ≠ s := by
    rintro rfl
    exact lt_irrefl _ h
  refine ⟨?_, fun x h0 hx => (newton_run_tendsto_iff hr hs hrs hx).mpr (by rw [h0]; exact h)⟩
  obtain ⟨N, hN⟩ : ∃ N : 𝕜 → 𝕜, ∀ y, N y = y - quad a b c y / quadDeriv a b y :=
    ⟨_, fun _ => rfl⟩
  -- the slope vanishes only at the midpoint of the roots, which is equidistant from them
  have hstep : ∀ y, ‖y - r‖ < ‖y - s‖ → IsNewtonStep a b c y (N y) := by
    intro y hy
    refine ⟨fun hd => ?_, hN y⟩
    have hb := (vieta hr hs hrs).1
    unfold quadDeriv at hd
    have hmid : y - r = -(y - s) := by
      apply mul_left_cancel₀ ha
      linear_combination hd - hb
    rw [hmid, norm_neg] at hy
    exact lt_irrefl _ hy
  have hclose : ∀ n : ℕ, ‖N^[n] t - r‖ < ‖N^[n] t - s‖ := by
    intro n
    induction n with
    | zero => exact h
    | succ n ih =>
      rw [Function.iterate_succ_apply']
      exact newton_step_closer hr hs (hstep _ ih) ih
  refine ⟨fun n => N^[n] t, rfl, fun n => ?_⟩
  change IsNewtonStep a b c (N^[n] t) (N^[n + 1] t)
  rw [Function.iterate_succ_apply']
  exact hstep _ (hclose n)

end NewtonBasins
```

The theorem `newton_basin` has two parts: a run from `t` exists, and every run from `t` converges to `r`. The assumption $a\neq0$ excludes the zero polynomial, which has every number as a root and permits no Newton step. In the proof `N` is the Newton map, `hstep` supplies a step at each point closer to $r$, and `hclose` keeps all iterates `N^[n] t` among those points.

```lean
#print axioms NewtonBasins.hasDerivAt_quad
#print axioms NewtonBasins.newton_run_tendsto_iff
#print axioms NewtonBasins.newton_basin
```

```
'NewtonBasins.hasDerivAt_quad' depends on axioms: [propext, Classical.choice, Quot.sound]
'NewtonBasins.newton_run_tendsto_iff' depends on axioms: [propext, Classical.choice, Quot.sound]
'NewtonBasins.newton_basin' depends on axioms: [propext, Classical.choice, Quot.sound]
```

## Starting from zero amplitude

For the two-determinant equation the roots are $\bigl(D\pm\sqrt{D^2+4K^2}\bigr)/(2K)$. The minus sign gives the lower energy $E_0+Kx$ and, since $D>0$, the root closer to zero. Newton's method started at $x_0=0$ therefore converges to the ground state. Its first iterate is $-K/D$, the first-order amplitude with $D$ as the energy denominator.

Take $D=3$ and $K=2$ in some energy unit. The equation is $-2x^2+3x+2=0$, with ground-state root $r=-\tfrac12$ and excited-state root $s=2$. From $x_0=0$ the ratio is $q=-\tfrac14$, and the iterates are

$$x_1=-\tfrac23,\qquad x_2=-\tfrac{26}{51},$$

with errors $-\tfrac16$ and $-\tfrac1{102}$, as the closed formula gives. The next error is $-\tfrac1{26214}$. A start above the midpoint $\tfrac34$ leads to the excited state instead.

## Starts at equal distance

The same one-step identity also applies on the border between the two regions. If $|t-r|=|t-s|$, this common distance is nonzero because the roots differ, and taking moduli gives $|u-r|=|u-s|$. In the complex plane, an iterate on the perpendicular bisector of the two roots thus stays on it for as long as the steps are defined. On the real line the only equidistant point is the midpoint, where the slope vanishes and no step is possible.
